# Every partial wave of a displaced s Gaussian is positive at nonzero distance from the atom

Take an s Gaussian exp(−a|x − D|²) with a > 0, centred at a distance d > 0 from an atom, and expand it on a sphere of radius r > 0 about that atom in Legendre polynomials P_l(t), where t is the cosine of the angle, seen from the atom, between the point x and the centre D. The coefficient of P_l is positive for every l = 0, 1, 2, … It follows from an identity valid for every real c:

∫₋₁¹ exp(ct) P_l(t) dt = c^l / (2^l l!) · ∫₋₁¹ exp(ct) (1 − t²)^l dt

The integrand on the right is positive inside the interval, so for c > 0 both sides are positive. The Gaussian gives c = 2adr.

## A midbond function seen from the atom

Put the atom at the origin and write r = |x|, d = |D|, and t for the cosine of the angle between x and D. The law of cosines gives

|x − D|² = r² + d² − 2rdt

and therefore

exp(−a|x − D|²) = exp(−a(r² + d²)) · exp(ct), with c = 2adr.

On a sphere of fixed r, all the angular dependence sits in exp(ct). Its component of order l is measured by the Legendre coefficient

g_l(r) = (2l + 1)/2 · ∫₋₁¹ exp(−a(r² + d² − 2rdt)) P_l(t) dt,

which is called the partial wave here. The function is symmetric about the axis through the atom and D, so each l enters only with m = 0 about that axis.

This bears on basis set superposition error: a single primitive s function at a bond midpoint or on a ghost centre brings components of every l to the neighbouring atom, though in proportions that depend on a, d and the radius r, and the result says nothing about how much any energy is lowered.

## The statement and its conventions

`legendreP l` is a polynomial with real coefficients, defined by Rodrigues' formula:

P_l(t) = 1/(2^l l!) · (d/dt)^l (t² − 1)^l

In the code, `derivative^[l]` is the derivative applied l times, and `.eval t` turns the polynomial into a number.

`displacedGaussian a d r t` is the Gaussian in the variables r and t. The theorem `gaussian_eq_displacedGaussian` ties it to space: for any vectors `x` and `D` in three-dimensional Euclidean space, exp(−a‖x − D‖²) equals this function at d = ‖D‖, r = ‖x‖ and the cosine of the angle between them. The Gaussian is unnormalised. Normalising it multiplies every partial wave by the same positive number, (2a/π)^(3/4), and changes no sign.

`partialWave a d r l` is g_l(r), with the prefactor (2l + 1)/2 included. Four theorems describe it and the integral behind it.

- `integral_exp_mul_legendreP` is the identity displayed at the start, for every real c and every l.
- `partialWave_pos` says that g_l(r) > 0 for every l when a, d and r are positive. The condition a > 0 makes the Gaussian decay, d > 0 places it off the atom, and r > 0 excludes the atom's own position, where c = 0 and only l = 0 survives.
- `partialWave_eq_zero_iff` says that, for a > 0 and r > 0, g_l(r) vanishes exactly when d = 0 and l ≠ 0. A centred s function thus has only its l = 0 component. Here d may be any real number; a negative d places the Gaussian on the opposite side of the atom.
- `integral_exp_mul_legendreP_le` bounds the angular integral for c ≥ 0 by 2e^c (c/2)^l / l!.

The theorems concern the coefficients one at a time. Orthogonality of the P_l and convergence of the Legendre series are background that gives the coefficients their meaning, and neither is proved in the file. Displaced p or d functions are not treated, nor are contractions, whose coefficients may differ in sign.

## Moving the derivatives onto the exponential

**One integration by parts.** Let p be a polynomial with p(1) = p(−1) = 0. Then

∫₋₁¹ exp(ct) p′(t) dt = [exp(ct) p(t)]₋₁¹ − c ∫₋₁¹ exp(ct) p(t) dt = −c ∫₋₁¹ exp(ct) p(t) dt.

**Vanishing boundary terms.** Let u(t) = (t² − 1)^l. For m ≥ 1 and any polynomial q,

d/dt [(t² − 1)^m q] = (t² − 1)^(m−1) · [2mt q + (t² − 1) q′],

so each derivative removes at most one factor t² − 1. After k derivatives at least l − k factors remain. Hence the k-th derivative u^(k) vanishes at t = ±1 whenever k < l.

**Induction on the number of derivatives.** For 0 ≤ k ≤ l,

∫₋₁¹ exp(ct) u^(k)(t) dt = (−c)^k ∫₋₁¹ exp(ct) u(t) dt.

The case k = 0 is trivial. If the equation holds for k and k + 1 ≤ l, then u^(k) vanishes at both ends, and one integration by parts with p = u^(k) supplies the next factor −c.

**The signs.** Set k = l and use (t² − 1)^l = (−1)^l (1 − t²)^l. Since (−c)^l (−1)^l = c^l,

∫₋₁¹ exp(ct) u^(l)(t) dt = c^l ∫₋₁¹ exp(ct) (1 − t²)^l dt.

Dividing by 2^l l! turns the left side into the integral against P_l, which is the identity.

## Sign, zeros and size of the partial waves

Inserting c = 2adr and restoring the factors that do not depend on t gives

g_l(r) = (2l + 1)/2 · exp(−a(r² + d²)) · (2adr)^l / (2^l l!) · ∫₋₁¹ exp(2adrt) (1 − t²)^l dt.

For −1 < t < 1 both exp(2adrt) and 1 − t² are positive, so the integral is positive. Every other factor except (2adr)^l is positive too, whatever the value of d. The sign of g_l is therefore that of (2adr)^l. This is positive when a, d and r are. With a and r positive, it is zero only if d = 0 and l ≠ 0, because the zeroth power equals 1 even at d = 0.

For the bound, take c ≥ 0. On the interval exp(ct) ≤ e^c and 0 ≤ (1 − t²)^l ≤ 1, so the remaining integral is at most 2e^c, and

∫₋₁¹ exp(ct) P_l(t) dt ≤ c^l / (2^l l!) · 2e^c = 2e^c (c/2)^l / l!.

Going from l to l + 1 multiplies the bound by (c/2)/(l + 1). All angular momenta are present, but at fixed c > 0 the bound on the high ones falls off factorially.

## The Lean file

```lean
import Mathlib

open Polynomial

namespace MidbondPartialWaves

noncomputable section

/-- The Legendre polynomial `P_l`, defined by Rodrigues' formula. -/
def legendreP (l : ℕ) : ℝ[X] :=
  C (1 / (2 ^ l * (l.factorial : ℝ))) * derivative^[l] ((X ^ 2 - 1) ^ l)

/-- An s Gaussian of exponent `a` centred at distance `d` from the atom, evaluated at distance `r`
from the atom in a direction whose cosine with the displacement is `t`. -/
def displacedGaussian (a d r t : ℝ) : ℝ :=
  Real.exp (-a * (r ^ 2 + d ^ 2 - 2 * r * d * t))

/-- The coefficient of `P_l` in the Legendre expansion of the displaced Gaussian about the atom,
on the sphere of radius `r`. -/
def partialWave (a d r : ℝ) (l : ℕ) : ℝ :=
  (2 * (l : ℝ) + 1) / 2 *
    ∫ t in (-1 : ℝ)..1, displacedGaussian a d r t * (legendreP l).eval t

/-- In three-dimensional space, with the atom at the origin, a Gaussian centred at `D` depends on
the point `x` only through its distance from the atom and its angle with `D`. -/
theorem gaussian_eq_displacedGaussian (a : ℝ) (x D : EuclideanSpace ℝ (Fin 3)) :
    Real.exp (-a * ‖x - D‖ ^ 2) =
      displacedGaussian a ‖D‖ ‖x‖ (Real.cos (InnerProductGeometry.angle x D)) := by
  rw [displacedGaussian, norm_sub_sq_real,
    ← InnerProductGeometry.cos_angle_mul_norm_mul_norm x D]
  congr 1
  ring

/-- Integration by parts against `exp (c t)` for a polynomial that vanishes at both poles. -/
theorem integral_exp_mul_derivative (c : ℝ) (p : ℝ[X])
    (h1 : p.eval 1 = 0) (h2 : p.eval (-1) = 0) :
    ∫ t in (-1 : ℝ)..1, Real.exp (c * t) * (derivative p).eval t =
      -c * ∫ t in (-1 : ℝ)..1, Real.exp (c * t) * p.eval t := by
  have hF : ∀ t : ℝ, HasDerivAt (fun t : ℝ => Real.exp (c * t) * p.eval t)
      (c * (Real.exp (c * t) * p.eval t) + Real.exp (c * t) * (derivative p).eval t) t := by
    intro t
    have hc : HasDerivAt (fun t : ℝ => c * t) c t := by
      simpa using (hasDerivAt_id t).const_mul c
    exact (hc.exp.fun_mul (p.hasDerivAt t)).congr_deriv (by ring)
  have he : Continuous fun t : ℝ => Real.exp (c * t) := by fun_prop
  have i1 : IntervalIntegrable (fun t : ℝ => c * (Real.exp (c * t) * p.eval t))
      MeasureTheory.volume (-1) 1 :=
    (continuous_const.mul (he.mul p.continuous)).intervalIntegrable _ _
  have i2 : IntervalIntegrable (fun t : ℝ => Real.exp (c * t) * (derivative p).eval t)
      MeasureTheory.volume (-1) 1 :=
    (he.mul (derivative p).continuous).intervalIntegrable _ _
  have h := intervalIntegral.integral_eq_sub_of_hasDerivAt (fun t _ => hF t) (i1.add i2)
  rw [intervalIntegral.integral_add i1 i2, intervalIntegral.integral_const_mul] at h
  -- the boundary terms vanish
  simp only [h1, h2, mul_zero, sub_zero] at h
  linarith

/-- Derivatives of `(t² - 1)^l` of order below `l` vanish at the poles `t = ±1`. -/
theorem eval_iterate_derivative_eq_zero {k l : ℕ} (hk : k < l) {t : ℝ} (ht : t ^ 2 = 1) :
    (derivative^[k] ((X ^ 2 - 1 : ℝ[X]) ^ l)).eval t = 0 := by
  obtain ⟨q, hq⟩ := pow_sub_dvd_iterate_derivative_pow (X ^ 2 - 1 : ℝ[X]) l k
  have h0 : (X ^ 2 - 1 : ℝ[X]).eval t = 0 := by simp [ht]
  rw [hq, eval_mul, eval_pow, h0, zero_pow (by omega), zero_mul]

/-- The angular integral of `exp (c t)` against `P_l` equals `c^l / (2^l l!)` times the integral
of `exp (c t) (1 - t²)^l`, for every real `c`. -/
theorem integral_exp_mul_legendreP (c : ℝ) (l : ℕ) :
    ∫ t in (-1 : ℝ)..1, Real.exp (c * t) * (legendreP l).eval t =
      c ^ l / (2 ^ l * (l.factorial : ℝ)) *
        ∫ t in (-1 : ℝ)..1, Real.exp (c * t) * (1 - t ^ 2) ^ l := by
  -- move the derivatives onto the exponential one at a time
  have parts : ∀ k : ℕ, k ≤ l →
      ∫ t in (-1 : ℝ)..1, Real.exp (c * t) *
          (derivative^[k] ((X ^ 2 - 1 : ℝ[X]) ^ l)).eval t =
        (-c) ^ k * ∫ t in (-1 : ℝ)..1, Real.exp (c * t) *
          ((X ^ 2 - 1 : ℝ[X]) ^ l).eval t := by
    intro k
    induction k with
    | zero => intro _; simp
    | succ k ih =>
      intro hk
      rw [Function.iterate_succ_apply', integral_exp_mul_derivative c _
        (eval_iterate_derivative_eq_zero (by omega) (by norm_num))
        (eval_iterate_derivative_eq_zero (by omega) (by norm_num)), ih (by omega)]
      ring
  have e1 : ∀ t : ℝ, Real.exp (c * t) * (legendreP l).eval t =
      (1 / (2 ^ l * (l.factorial : ℝ))) *
        (Real.exp (c * t) * (derivative^[l] ((X ^ 2 - 1 : ℝ[X]) ^ l)).eval t) := by
    intro t
    rw [legendreP, eval_mul, eval_C]
    ring
  have e2 : ∀ t : ℝ, Real.exp (c * t) * ((X ^ 2 - 1 : ℝ[X]) ^ l).eval t =
      (-1) ^ l * (Real.exp (c * t) * (1 - t ^ 2) ^ l) := by
    intro t
    have h : (X ^ 2 - 1 : ℝ[X]).eval t = (-1) * (1 - t ^ 2) := by simp
    rw [eval_pow, h, mul_pow]
    ring
  have hs : (-c) ^ l * (-1) ^ l = c ^ l := by
    rw [← mul_pow]
    simp
  simp_rw [e1]
  rw [intervalIntegral.integral_const_mul, parts l le_rfl]
  simp_rw [e2]
  rw [intervalIntegral.integral_const_mul, ← mul_assoc ((-c) ^ l), hs]
  ring

/-- The integral of `exp (c t) (1 - t²)^l` over the cosine is positive. -/
theorem integral_weight_pos (c : ℝ) (l : ℕ) :
    0 < ∫ t in (-1 : ℝ)..1, Real.exp (c * t) * (1 - t ^ 2) ^ l := by
  apply intervalIntegral.intervalIntegral_pos_of_pos_on
  · exact Continuous.intervalIntegrable (by fun_prop) _ _
  · intro t ht
    have h : 0 < 1 - t ^ 2 := by nlinarith [ht.1, ht.2]
    exact mul_pos (Real.exp_pos _) (pow_pos h l)
  · norm_num

/-- The partial wave of order `l`, written as `(2 a d r)^l` times a factor that contains the
integral of `exp (2 a d r t) (1 - t²)^l` over `t` from `-1` to `1`. -/
theorem partialWave_eq (a d r : ℝ) (l : ℕ) :
    partialWave a d r l =
      ((2 * (l : ℝ) + 1) / 2 * Real.exp (-a * (r ^ 2 + d ^ 2)) /
        (2 ^ l * (l.factorial : ℝ)) *
        ∫ t in (-1 : ℝ)..1, Real.exp (2 * a * d * r * t) * (1 - t ^ 2) ^ l) *
      (2 * a * d * r) ^ l := by
  have e : ∀ t : ℝ, displacedGaussian a d r t * (legendreP l).eval t =
      Real.exp (-a * (r ^ 2 + d ^ 2)) *
        (Real.exp (2 * a * d * r * t) * (legendreP l).eval t) := by
    intro t
    have h : displacedGaussian a d r t =
        Real.exp (-a * (r ^ 2 + d ^ 2)) * Real.exp (2 * a * d * r * t) := by
      rw [displacedGaussian, ← Real.exp_add]
      congr 1
      ring
    rw [h, mul_assoc]
  rw [partialWave]
  simp_rw [e]
  rw [intervalIntegral.integral_const_mul, integral_exp_mul_legendreP]
  ring

/-- An s Gaussian displaced from the atom has a positive partial wave of every order `l` about
the atom, at every radius `r > 0`. -/
theorem partialWave_pos {a d r : ℝ} (ha : 0 < a) (hd : 0 < d) (hr : 0 < r) (l : ℕ) :
    0 < partialWave a d r l := by
  rw [partialWave_eq]
  exact mul_pos (mul_pos (by positivity) (integral_weight_pos _ l)) (by positivity)

/-- A partial wave of an s Gaussian vanishes at a radius `r > 0` exactly when the Gaussian sits
on the atom and `l` is not zero. -/
theorem partialWave_eq_zero_iff {a r : ℝ} (ha : 0 < a) (hr : 0 < r) (d : ℝ) (l : ℕ) :
    partialWave a d r l = 0 ↔ d = 0 ∧ l ≠ 0 := by
  have hK : 0 < (2 * (l : ℝ) + 1) / 2 * Real.exp (-a * (r ^ 2 + d ^ 2)) /
      (2 ^ l * (l.factorial : ℝ)) := by positivity
  rw [partialWave_eq, mul_eq_zero,
    or_iff_right (mul_pos hK (integral_weight_pos (2 * a * d * r) l)).ne', pow_eq_zero_iff']
  simp [ha.ne', hr.ne']

/-- For `c ≥ 0` the angular integral of order `l` is at most `2 e^c (c/2)^l / l!`. -/
theorem integral_exp_mul_legendreP_le {c : ℝ} (hc : 0 ≤ c) (l : ℕ) :
    ∫ t in (-1 : ℝ)..1, Real.exp (c * t) * (legendreP l).eval t ≤
      2 * Real.exp c * (c / 2) ^ l / (l.factorial : ℝ) := by
  have hI : ∫ t in (-1 : ℝ)..1, Real.exp (c * t) * (1 - t ^ 2) ^ l ≤
      ∫ _t in (-1 : ℝ)..1, Real.exp c := by
    apply intervalIntegral.integral_mono_on (by norm_num)
    · exact Continuous.intervalIntegrable (by fun_prop) _ _
    · exact Continuous.intervalIntegrable (by fun_prop) _ _
    · intro t ht
      have h1 : Real.exp (c * t) ≤ Real.exp c :=
        Real.exp_le_exp.mpr (by nlinarith [ht.2])
      have h2 : (1 - t ^ 2) ^ l ≤ 1 :=
        pow_le_one₀ (by nlinarith [ht.1, ht.2]) (by nlinarith [sq_nonneg t])
      calc Real.exp (c * t) * (1 - t ^ 2) ^ l ≤ Real.exp (c * t) * 1 :=
            mul_le_mul_of_nonneg_left h2 (Real.exp_pos _).le
        _ ≤ Real.exp c := by rw [mul_one]; exact h1
  rw [intervalIntegral.integral_const, smul_eq_mul] at hI
  rw [integral_exp_mul_legendreP]
  refine (mul_le_mul_of_nonneg_left hI (by positivity)).trans (le_of_eq ?_)
  rw [div_pow, show (1 : ℝ) - -1 = 2 by norm_num]
  field_simp

end

end MidbondPartialWaves
```

```lean
#print axioms MidbondPartialWaves.gaussian_eq_displacedGaussian
-- 'MidbondPartialWaves.gaussian_eq_displacedGaussian' depends on axioms: [propext, Classical.choice, Quot.sound]
#print axioms MidbondPartialWaves.partialWave_pos
-- 'MidbondPartialWaves.partialWave_pos' depends on axioms: [propext, Classical.choice, Quot.sound]
#print axioms MidbondPartialWaves.partialWave_eq_zero_iff
-- 'MidbondPartialWaves.partialWave_eq_zero_iff' depends on axioms: [propext, Classical.choice, Quot.sound]
#print axioms MidbondPartialWaves.integral_exp_mul_legendreP_le
-- 'MidbondPartialWaves.integral_exp_mul_legendreP_le' depends on axioms: [propext, Classical.choice, Quot.sound]
```

## How the Lean proof follows the derivation

`gaussian_eq_displacedGaussian` is the law of cosines. The lemma `norm_sub_sq_real` expands ‖x − D‖² with an inner product, which is then rewritten as the cosine times the two norms.

`integral_exp_mul_derivative` is the single integration by parts. The step `hF` computes the derivative of exp(ct) p(t) by the product rule, and `i1` and `i2` record that its two terms are integrable because they are continuous. The fundamental theorem of calculus, `intervalIntegral.integral_eq_sub_of_hasDerivAt`, equates the integral of the sum with the boundary values. The hypotheses `h1` and `h2` set those to zero, and `linarith` solves for the wanted integral.

`eval_iterate_derivative_eq_zero` takes the counting of factors from Mathlib: `pow_sub_dvd_iterate_derivative_pow` says that (X² − 1)^(l−k) divides the k-th derivative of (X² − 1)^l. At a point with t² = 1 this divisor is zero, since k < l makes the exponent positive.

`integral_exp_mul_legendreP` contains the induction as the inner statement `parts`. In the successor step, `Function.iterate_succ_apply'` exposes the outermost derivative, so that the integration by parts applies to the k-th derivative; the previous lemma is called twice, once for each endpoint. Then `e1` takes the Rodrigues prefactor out of P_l, `e2` replaces (t² − 1)^l by (−1)^l (1 − t²)^l, and `hs` combines the signs into c^l.

`integral_weight_pos` uses a Mathlib lemma that asks for positivity only on the open interval. That matters here, because for l ≥ 1 the integrand is zero at t = ±1. The inequality 1 − t² > 0 comes from `nlinarith` and the two bounds on t.

`partialWave_eq` splits the Gaussian into its constant factor and exp(2adrt), then applies the identity. Its right side is arranged as a bracket times (2adr)^l, which is the form that the sign argument needs. `partialWave_pos` multiplies the positive factors together. `partialWave_eq_zero_iff` first shows that the bracket is nonzero, which leaves (2adr)^l = 0; `pow_eq_zero_iff'` turns this into 2adr = 0 together with l ≠ 0, and the positivity of a and r reduces the first condition to d = 0.

`integral_exp_mul_legendreP_le` compares integrands pointwise through `intervalIntegral.integral_mono_on`, with `h1` for the exponential and `h2` for the power of 1 − t². The constant e^c integrates to 2e^c over an interval of length 2. Multiplying by the nonnegative factor c^l/(2^l l!) gives the bound, and `field_simp` matches the two ways of writing it.
